# Positive definiteness of the elastic Hessian is independent of the strain measure at zero stress, but not under stress

I take a compressed bar as my reference state and expand its energy per reference volume in the Green strain η:

E(η) = −p η + ½ C η²

Here p > 0 is the compressive stress and C > 0, so the curvature is positive. A colleague uses the engineering strain e, the relative change in length, with η = e + ½ e². Her second derivative at zero is C − p, which is negative once p exceeds C. The two strains agree to first order, and for an unstressed bar our results agree too. How can the sign of an elastic constant depend on how we label the same deformation, and which of us should say whether the bar is stable?

## Stress multiplies the curvature of the strain map

Both second derivatives are correct, and under stress neither sign alone settles stability. For a twice continuously differentiable energy that is stationary at zero strain, positive definiteness of the Hessian is unchanged by any twice continuously differentiable change of strain measure that fixes zero and has an invertible Jacobian there. If the first derivative of the energy is nonzero, some measure that agrees with the old one to first order makes the Hessian negative definite, however stiff the crystal looked before.

Let E depend on n strain components, and let φ give the old strain as a function of the new one, with φ(0) = 0. The energy in the new measure is E(φ(x)). Write g_a = ∂_a E(0) for the stress components (up to a volume factor), H_ab = ∂_a ∂_b E(0) for the old Hessian, and J_ai = ∂_i φ_a(0) for the Jacobian. One derivative gives

∂_i [E(φ(x))] = Σ_a (∂_a E)(φ(x)) ∂_i φ_a(x)

A second derivative acts on both factors. At x = 0 the result is

H'_ij = Σ_ab J_ai H_ab J_bj + Σ_a g_a ∂_i ∂_j φ_a(0)

where H' is the new Hessian. The first term is (JᵀHJ)_ij. The second is the stress times the curvature of φ. For your bar, g = −p, J = 1 and φ'' = 1, hence C − p.

**Zero stress.** If g = 0, then H' = JᵀHJ, and for any vector z

zᵀH'z = (Jz)ᵀH(Jz)

If J is invertible, Jz runs through all nonzero vectors as z does, so H' is positive definite exactly when H is. Without invertibility, positive definiteness can be lost: for n = 1, take E(x) = ½ x² and φ(x) = 0. Then H = 1 but H' = 0.

**Nonzero stress.** If g ≠ 0, choose a vector v with Σ_a g_a v_a ≠ 0 and divide it by that number. The resulting w satisfies Σ_a g_a w_a = 1. For any symmetric matrix B, set

φ(x) = x + q(x) w, with q(x) = ½ Σ_ab (B_ab − H_ab) x_a x_b

Since q has no linear term, J = I. Since B and H are symmetric, ∂_i ∂_j q = B_ij − H_ij. Therefore

H'_ij = H_ij + (B_ij − H_ij) Σ_a g_a w_a = B_ij

The choice B = −I gives a negative definite Hessian.

To decide stability against a uniform change of length, include whatever holds the bar in compression; sideways buckling lies outside this one-strain model. Under a constant end force, the load adds p e to the energy. The total is then stationary at zero, and its curvature is C − p in both e and η. Your colleague's number is therefore the relevant one for that load, because the load energy is linear in her variable.

The same caution applies to elastic constants fitted to total energies from electronic-structure calculations, for a smooth energy of finitely many homogeneous strain components: if the reference cell carries residual stress, the quadratic coefficient belongs to the chosen strain parametrization.

In Lean 4 with Mathlib:

```lean
import Mathlib

open Matrix

namespace StrainMeasure

noncomputable section

/-- The space of strains with `n` components. -/
abbrev Strain (n : ℕ) := EuclideanSpace ℝ (Fin n)

variable {n : ℕ}

/-- The second derivative of `f` at `x`, evaluated on the directions `u` and `v`. -/
def secondDeriv {W : Type*} [NormedAddCommGroup W] [NormedSpace ℝ W]
    (f : Strain n → W) (x u v : Strain n) : W :=
  fderiv ℝ (fderiv ℝ f) x u v

/-- The matrix of second derivatives of the energy `E` along the coordinate axes. -/
def hessianMatrix (E : Strain n → ℝ) (x : Strain n) : Matrix (Fin n) (Fin n) ℝ :=
  Matrix.of fun i j =>
    secondDeriv E x (EuclideanSpace.single i 1) (EuclideanSpace.single j 1)

/-- The matrix of first derivatives of a change of strain measure `φ`. -/
def jacobian (φ : Strain n → Strain n) (x : Strain n) : Matrix (Fin n) (Fin n) ℝ :=
  Matrix.of fun i j => (fderiv ℝ φ x (EuclideanSpace.single j 1)) i

/-- A strain measure that differs from `x` by a quadratic term along the direction `w`. -/
def bend (Q : Strain n →L[ℝ] Strain n →L[ℝ] ℝ) (w x : Strain n) : Strain n :=
  x + (Q x x) • w

/-- Second-order chain rule for twice continuously differentiable `E` and `φ`: the curvature of
`φ` enters multiplied by the first derivative of the energy. -/
theorem secondDeriv_comp {E : Strain n → ℝ} {φ : Strain n → Strain n}
    (hE : ContDiff ℝ 2 E) (hφ : ContDiff ℝ 2 φ) (x u v : Strain n) :
    secondDeriv (E ∘ φ) x u v =
      secondDeriv E (φ x) (fderiv ℝ φ x u) (fderiv ℝ φ x v)
        + fderiv ℝ E (φ x) (secondDeriv φ x u v) := by
  have dE : Differentiable ℝ E := hE.differentiable (by norm_num)
  have dφ : Differentiable ℝ φ := hφ.differentiable (by norm_num)
  have dE' : Differentiable ℝ (fderiv ℝ E) :=
    (hE.fderiv_right (m := 1) (by norm_num)).differentiable (by norm_num)
  have dφ' : Differentiable ℝ (fderiv ℝ φ) :=
    (hφ.fderiv_right (m := 1) (by norm_num)).differentiable (by norm_num)
  -- the first-order chain rule, at every point
  have h1 : fderiv ℝ (E ∘ φ) = fun y => (fderiv ℝ E (φ y)).comp (fderiv ℝ φ y) :=
    funext fun y => fderiv_comp y (dE (φ y)) (dφ y)
  -- differentiate the product once more
  have h2 := ((dE' (φ x)).hasFDerivAt.comp x (dφ x).hasFDerivAt).clm_comp
    (dφ' x).hasFDerivAt
  change HasFDerivAt (fun y => (fderiv ℝ E (φ y)).comp (fderiv ℝ φ y)) _ x at h2
  rw [← h1] at h2
  unfold secondDeriv
  rw [h2.fderiv]
  simp [add_comm]

/-- The second derivative in any two directions is the bilinear form of the Hessian matrix. -/
theorem secondDeriv_eq_matrix (E : Strain n → ℝ) (x u v : Strain n) :
    secondDeriv E x u v = u.ofLp ⬝ᵥ hessianMatrix E x *ᵥ v.ofLp := by
  have hu : ∀ z : Strain n, z = ∑ i, z i • EuclideanSpace.single i (1 : ℝ) := fun z => by
    simpa using ((EuclideanSpace.basisFun (Fin n) ℝ).sum_repr z).symm
  have h1 : secondDeriv E x u v =
      ∑ i, u i * secondDeriv E x (EuclideanSpace.single i 1) v := by
    conv_lhs => rw [hu u]
    simp only [secondDeriv, map_sum, map_smul, _root_.sum_apply,
      _root_.smul_apply, smul_eq_mul]
  have h2 : ∀ z, secondDeriv E x z v =
      ∑ j, v j * secondDeriv E x z (EuclideanSpace.single j 1) := fun z => by
    conv_lhs => rw [hu v]
    simp only [secondDeriv, map_sum, map_smul, smul_eq_mul]
  rw [h1]
  simp only [dotProduct, Matrix.mulVec, hessianMatrix, Matrix.of_apply]
  refine Finset.sum_congr rfl fun i _ => ?_
  rw [h2]
  exact congrArg _ (Finset.sum_congr rfl fun j _ => mul_comm _ _)

/-- The Hessian matrix of a twice continuously differentiable energy is symmetric. -/
theorem hessianMatrix_isSymm {E : Strain n → ℝ} (hE : ContDiff ℝ 2 E) (x : Strain n) :
    (hessianMatrix E x).IsSymm := by
  have dE : Differentiable ℝ E := hE.differentiable (by norm_num)
  have dE' : Differentiable ℝ (fderiv ℝ E) :=
    (hE.fderiv_right (m := 1) (by norm_num)).differentiable (by norm_num)
  ext i j
  exact second_derivative_symmetric (fun y => (dE y).hasFDerivAt) (dE' x).hasFDerivAt _ _

/-- If a twice continuously differentiable energy is stationary at zero strain, a twice continuously
differentiable change of strain measure that fixes zero turns the Hessian `H` into `Jᵀ H J`. -/
theorem hessian_of_stationary {E : Strain n → ℝ} {φ : Strain n → Strain n}
    (hE : ContDiff ℝ 2 E) (hφ : ContDiff ℝ 2 φ) (h0 : φ 0 = 0) (hstat : fderiv ℝ E 0 = 0) :
    hessianMatrix (E ∘ φ) 0 = (jacobian φ 0)ᵀ * hessianMatrix E 0 * jacobian φ 0 := by
  ext i j
  have h := secondDeriv_comp hE hφ 0 (EuclideanSpace.single i 1) (EuclideanSpace.single j 1)
  -- the curvature of `φ` drops out because the stress vanishes
  rw [h0, hstat, _root_.zero_apply, add_zero, secondDeriv_eq_matrix E] at h
  rw [Matrix.mul_assoc]
  exact h

/-- Let `E` and `φ` be twice continuously differentiable, with `φ 0 = 0`. If the energy `E` is
stationary at zero strain and the Jacobian of `φ` there is invertible, the Hessian is positive
definite in the new strain measure exactly when it is in the old one. -/
theorem stability_invariant {E : Strain n → ℝ} {φ : Strain n → Strain n}
    (hE : ContDiff ℝ 2 E) (hφ : ContDiff ℝ 2 φ) (h0 : φ 0 = 0) (hstat : fderiv ℝ E 0 = 0)
    (hJ : IsUnit (jacobian φ 0)) :
    (∀ x : Fin n → ℝ, x ≠ 0 → 0 < x ⬝ᵥ hessianMatrix (E ∘ φ) 0 *ᵥ x) ↔
      ∀ x : Fin n → ℝ, x ≠ 0 → 0 < x ⬝ᵥ hessianMatrix E 0 *ᵥ x := by
  obtain ⟨J, hJ⟩ := hJ
  have key : ∀ x : Fin n → ℝ, x ⬝ᵥ hessianMatrix (E ∘ φ) 0 *ᵥ x =
      (J.val *ᵥ x) ⬝ᵥ hessianMatrix E 0 *ᵥ (J.val *ᵥ x) := fun x => by
    rw [hessian_of_stationary hE hφ h0 hstat, ← hJ, ← Matrix.mulVec_mulVec,
      ← Matrix.mulVec_mulVec, Matrix.dotProduct_mulVec x, Matrix.vecMul_transpose]
  constructor
  · intro h x hx
    have hback : J.val *ᵥ (J.inv *ᵥ x) = x := by
      rw [Matrix.mulVec_mulVec, J.val_inv, Matrix.one_mulVec]
    have hpos := h (J.inv *ᵥ x) fun hz => hx (by rw [← hback, hz, Matrix.mulVec_zero])
    rwa [key, hback] at hpos
  · intro h x hx
    rw [key]
    refine h _ fun hz => hx ?_
    rw [← Matrix.one_mulVec x, ← J.inv_val, ← Matrix.mulVec_mulVec, hz, Matrix.mulVec_zero]

/-- The first derivative of the quadratically corrected strain measure. -/
theorem hasFDerivAt_bend (Q : Strain n →L[ℝ] Strain n →L[ℝ] ℝ) (w x : Strain n) :
    HasFDerivAt (bend Q w)
      (ContinuousLinearMap.id ℝ (Strain n) + (Q x + Q.flip x).smulRight w) x := by
  have h := (hasFDerivAt_id x).add
    (((Q.hasFDerivAt (x := x)).clm_apply (hasFDerivAt_id x)).smul_const w)
  refine HasFDerivAt.congr_fderiv h (ContinuousLinearMap.ext fun v => ?_)
  simp

/-- The second derivative of the quadratically corrected strain measure is a multiple of `w`. -/
theorem secondDeriv_bend (Q : Strain n →L[ℝ] Strain n →L[ℝ] ℝ) (w x u v : Strain n) :
    secondDeriv (bend Q w) x u v = (Q u v + Q v u) • w := by
  let L := ((ContinuousLinearMap.smulRightL ℝ (Strain n) (Strain n)).flip w).comp (Q + Q.flip)
  have h : fderiv ℝ (bend Q w) = fun y => ContinuousLinearMap.id ℝ (Strain n) + L y :=
    funext fun y => (hasFDerivAt_bend Q w y).fderiv
  rw [secondDeriv, h, (L.hasFDerivAt.const_add _).fderiv]
  simp [L, add_smul]

/-- If a twice continuously differentiable energy has a nonzero first derivative at zero strain,
every symmetric matrix `B` is the Hessian there in some strain measure that agrees with the old one
to first order. -/
theorem hessian_arbitrary {E : Strain n → ℝ} (hE : ContDiff ℝ 2 E) (hg : fderiv ℝ E 0 ≠ 0)
    {B : Matrix (Fin n) (Fin n) ℝ} (hB : B.IsSymm) :
    ∃ φ : Strain n → Strain n, ContDiff ℝ 2 φ ∧ φ 0 = 0 ∧ jacobian φ 0 = 1 ∧
      hessianMatrix (E ∘ φ) 0 = B := by
  -- a direction along which the energy has unit slope
  obtain ⟨w, hw⟩ : ∃ w, fderiv ℝ E 0 w = 1 := by
    obtain ⟨v, hv⟩ : ∃ v, fderiv ℝ E 0 v ≠ 0 := by
      by_contra hcon
      push Not at hcon
      exact hg (ContinuousLinearMap.ext hcon)
    exact ⟨(fderiv ℝ E 0 v)⁻¹ • v, by rw [map_smul, smul_eq_mul, inv_mul_cancel₀ hv]⟩
  -- the bilinear form whose coefficients are half of the missing curvature
  let p : Fin n → (Strain n →L[ℝ] ℝ) := fun a => EuclideanSpace.proj a
  let Q : Strain n →L[ℝ] Strain n →L[ℝ] ℝ :=
    ∑ a, ∑ b, ((B a b - hessianMatrix E 0 a b) / 2) • (p a).smulRight (p b)
  have hQ : ∀ i j, Q (EuclideanSpace.single i 1) (EuclideanSpace.single j 1) =
      (B i j - hessianMatrix E 0 i j) / 2 := fun i j => by
    simp [Q, p, _root_.sum_apply]
  have hφ : ContDiff ℝ 2 (bend Q w) :=
    contDiff_id.add ((Q.contDiff.clm_apply contDiff_id).smul contDiff_const)
  have h0 : bend Q w 0 = 0 := by simp [bend]
  have hd : fderiv ℝ (bend Q w) 0 = ContinuousLinearMap.id ℝ (Strain n) := by
    rw [(hasFDerivAt_bend Q w 0).fderiv]
    ext v
    simp
  refine ⟨bend Q w, hφ, h0, ?_, ?_⟩
  · ext i j
    simp [jacobian, hd, Matrix.one_apply]
  · ext i j
    have h := secondDeriv_comp hE hφ 0 (EuclideanSpace.single i 1) (EuclideanSpace.single j 1)
    rw [h0, hd, secondDeriv_bend, map_smul, hw, hQ, hQ, hB.apply i j,
      (hessianMatrix_isSymm hE 0).apply i j] at h
    change _ = hessianMatrix E 0 i j + _ at h
    change secondDeriv (E ∘ bend Q w) 0 _ _ = _
    rw [h, smul_eq_mul]
    ring

/-- If a twice continuously differentiable energy has a nonzero first derivative at zero strain,
some strain measure that agrees with the old one to first order has a negative definite Hessian
there. -/
theorem exists_negative_definite {E : Strain n → ℝ} (hE : ContDiff ℝ 2 E)
    (hg : fderiv ℝ E 0 ≠ 0) :
    ∃ φ : Strain n → Strain n, ContDiff ℝ 2 φ ∧ φ 0 = 0 ∧ jacobian φ 0 = 1 ∧
      ∀ x : Fin n → ℝ, x ≠ 0 → x ⬝ᵥ hessianMatrix (E ∘ φ) 0 *ᵥ x < 0 := by
  have hB : (-1 : Matrix (Fin n) (Fin n) ℝ).IsSymm := by
    simp [Matrix.IsSymm]
  obtain ⟨φ, h1, h2, h3, h4⟩ := hessian_arbitrary hE hg hB
  refine ⟨φ, h1, h2, h3, fun x hx => ?_⟩
  have hnn : 0 ≤ x ⬝ᵥ x := Finset.sum_nonneg fun i _ => mul_self_nonneg (x i)
  have hne : x ⬝ᵥ x ≠ 0 := fun h => hx (dotProduct_self_eq_zero.mp h)
  rw [h4, Matrix.neg_mulVec, Matrix.one_mulVec, dotProduct_neg]
  exact neg_lt_zero.mpr (lt_of_le_of_ne hnn hne.symm)

end

end StrainMeasure
```

```lean
#print axioms StrainMeasure.stability_invariant
#print axioms StrainMeasure.exists_negative_definite
```

```
'StrainMeasure.stability_invariant' depends on axioms: [propext, Classical.choice, Quot.sound]
'StrainMeasure.exists_negative_definite' depends on axioms: [propext, Classical.choice, Quot.sound]
```

### What the theorems say about a crystal

`Strain n` is the space of n real strain components, for instance six for a homogeneously strained crystal or one for your bar. Zero is the reference state, whether or not it is stressed. The energy `E` is a real function on this space, and `ContDiff ℝ 2 E` says that it is twice continuously differentiable everywhere. This is an idealisation, since a physical energy is defined only for admissible deformations.

The derivative `fderiv ℝ E 0` is the linear map with components g_a, so `hstat` expresses zero stress and `hg` expresses nonzero stress. The entries of `hessianMatrix E 0` are the H_ij above. In `jacobian φ 0`, the row labels the old strain component and the column the new one, which fixes the order JᵀHJ.

- `hessian_of_stationary` states H' = JᵀHJ at zero stress. It does not require J to be invertible.
- `stability_invariant` adds `IsUnit (jacobian φ 0)`, meaning that J is invertible, and concludes that the two Hessians are positive definite together. Definiteness is written out as a strict inequality for every nonzero vector, called `x` in the code and z above.
- `hessian_arbitrary` says that under nonzero stress every symmetric `B` is the Hessian in some measure with J = I.
- `exists_negative_definite` specialises this to a negative definite Hessian.

The theorems do not say whether the constructed φ belongs to a family of strain measures in actual use. Near zero it is a smooth change of coordinates, but it need not respect the crystal's symmetry or come from a standard function of the deformation gradient. The name `bend` refers to the curvature of these coordinates, not to flexure of the sample.

### From the chain rule to the prescribed Hessian

`secondDeriv_comp` is the second-order chain rule. Its step `h1` is the first-order rule at every point, and `h2` differentiates the resulting composition of linear maps with `clm_comp`, the product rule for such compositions. This produces the two terms of H'.

`secondDeriv_eq_matrix` expands both directions in the coordinate basis and identifies the second derivative with the bilinear form of the Hessian matrix. `hessianMatrix_isSymm` supplies the equality of mixed derivatives.

In `hessian_of_stationary`, the chain rule is applied to the i-th and j-th coordinate directions. Rewriting with `hstat` removes the curvature term, and the matrix form of the remaining term is the (i, j) entry of JᵀHJ.

In `stability_invariant`, the equation `key` is zᵀH'z = (Jz)ᵀH(Jz). To pass from the new measure to the old one, the proof inserts J⁻¹z for z. In the other direction, it uses invertibility to show that Jz is nonzero when z is.

For the stressed case, `hasFDerivAt_bend` differentiates x + Q(x, x)w, where Q is a bilinear form. Its derivative in a direction v is

v + (Q(x, v) + Q(v, x)) w

This depends on x through a constant plus a linear map, so `secondDeriv_bend` reads off the second derivative (Q(u, v) + Q(v, u))w in directions u and v.

`hessian_arbitrary` first rescales a direction of nonzero slope to obtain w with unit slope. It then builds Q with coefficients (B_ab − H_ab)/2, so that Q(x, x) is the q(x) above, and `hQ` confirms its values on the coordinate directions. After the chain rule and the symmetry of B and H have been used, `ring` completes the sum

H_ij + (B_ij − H_ij)/2 + (B_ij − H_ij)/2 = B_ij

Finally, `exists_negative_definite` takes B = −I. The quadratic form is then −Σ_i z_i², which is strictly negative for every nonzero z.
